# At late Laplace times, the rescaled occupied pseudo-density reduces to the highest occupied level

## Why does the matrix fill in when most orbitals have died out?

In a Laplace-transformed MP2 calculation on a long molecule, I build an occupied pseudo-density at each quadrature point $t$. Late points damp the deep orbitals most, so I expected sparser matrices there. But once I divide out the overall exponential factor, the late matrices look denser than the early ones. My localised orbitals don't seem to help. What determines the late pattern?

## The highest level fixes the pattern, however far it extends

Let $F$ be the real symmetric Fock matrix in an orthonormal occupied basis, $m$ its largest eigenvalue, and $C$ the matrix of atomic-orbital coefficients. The pseudo-density is $X(t)=C e^{tF}C^T$. Its rescaled form $e^{-tm}X(t)$ tends to $CPC^T$, where $P$ projects orthogonally onto the $m$-eigenspace. If the highest orbital is non-degenerate with coefficient vector $c$, the limit is $cc^T$, which is dense if that orbital is spread out.

Two localised orbitals of energy $a$ with coupling $b>0$ already show the filling-in. The highest level is $a+b$, with normalised vector $(1,1)/\sqrt2$, and
$$e^{t(F-m)}=\tfrac12\begin{pmatrix}1+e^{-2bt}&1-e^{-2bt}\\1-e^{-2bt}&1+e^{-2bt}\end{pmatrix}.$$
This is diagonal at $t=0$ and tends to a matrix with all entries $1/2$.

For the general case, write $F=U\,\mathrm{diag}(e_i)\,U^T$ with orthonormal columns $u_i$. Then
$$e^{t(F-m)}=U\,\mathrm{diag}(e^{t(e_i-m)})\,U^T.$$
Since $e_i\le m$, each weight tends to $w_i=1$ if $e_i=m$ and to $w_i=0$ otherwise.

The limit is $P$ for the following reason. Because $P^2=P$, the columns of $P$ are fixed by $P$, so they solve $Fv=mv$. Hence $FP=mP$, and transposing gives $PF=mP$. If $e_i=m$, then $Pu_i=u_i$. Otherwise $mPu_i=PFu_i=e_iPu_i$ forces $Pu_i=0$. Thus $PU=U\,\mathrm{diag}(w_i)$, and $P=U\,\mathrm{diag}(w_i)\,U^T$. Multiplying by $C$ and $C^T$ gives the limit of $e^{-tm}X(t)$.

For sparsity, fix a threshold $\varepsilon$ that no $|(CPC^T)_{pq}|$ equals. The magnitude of each element of the rescaled matrix eventually lies on the same side of $\varepsilon$ as the magnitude of its limit. There are finitely many elements, so one sufficiently late time serves them all.

In the Lean file, `IsHighestLevel` says that `m` is the greatest number with a nonzero eigenvector, which requires at least one occupied orbital. `IsEigenprojector` says that `P` is symmetric and idempotent and fixes exactly the solutions of $Fv=mv$. The general theorems take such a `P` as given; the two-orbital example exhibits one. `C` is an arbitrary real rectangular matrix, and `pseudoDensity` is $X(t)$. In `late_sparsity_pattern`, `∀ᶠ t : ℝ in atTop` means "for all sufficiently late $t$". The condition `hε` excludes $\varepsilon=0$ whenever the limit has a zero element, so the theorem concerns screening by magnitude and not exact zeros. The theorem gives no convergence rate. The weights $e^{t(e_i-m)}$ show that a level at distance $\delta$ below $m$ has died out only once $t\delta$ is large. In a long molecule the upper levels can lie close together, so several of them may still shape the matrix at the last quadrature point.

```lean
import Mathlib

open Matrix Filter Topology

namespace LateLaplacePseudoDensity

noncomputable section

variable {n ao : Type*} [Fintype n] [DecidableEq n]

/-- The number `m` is the largest eigenvalue of the Fock matrix `F`. -/
def IsHighestLevel (F : Matrix n n ℝ) (m : ℝ) : Prop :=
  IsGreatest {e : ℝ | ∃ v : n → ℝ, v ≠ 0 ∧ F *ᵥ v = e • v} m

/-- The matrix `P` is the orthogonal projector onto the solutions of `F v = m v`:
it is symmetric and idempotent, and it fixes exactly these vectors. -/
structure IsEigenprojector (F : Matrix n n ℝ) (m : ℝ) (P : Matrix n n ℝ) : Prop where
  symmetric : Pᵀ = P
  idempotent : P * P = P
  fixes : ∀ v : n → ℝ, P *ᵥ v = v ↔ F *ᵥ v = m • v

/-- The occupied pseudo-density `C exp(tF) Cᵀ` at the Laplace point `t`, for orbital
coefficients `C` and occupied Fock matrix `F`. -/
def pseudoDensity (C : Matrix ao n ℝ) (F : Matrix n n ℝ) (t : ℝ) : Matrix ao ao ℝ :=
  C * NormedSpace.exp (t • F) * Cᵀ

/-- A real symmetric Fock matrix has an orthonormal set of canonical orbitals, the columns
of `U`, with energies `e`. -/
theorem canonical_orbitals {F : Matrix n n ℝ} (hF : F.IsSymm) :
    ∃ (U : Matrix n n ℝ) (e : n → ℝ), Uᵀ * U = 1 ∧ F * U = U * diagonal e := by
  have hH : F.IsHermitian := (conjTranspose_eq_transpose_of_trivial F).trans hF
  let U : Matrix n n ℝ := fun i j => (hH.eigenvectorBasis j).ofLp i
  refine ⟨U, hH.eigenvalues, ?_, ?_⟩
  · ext i j
    have h := orthonormal_iff_ite.mp hH.eigenvectorBasis.orthonormal i j
    rw [PiLp.inner_apply] at h
    rw [Matrix.mul_apply, Matrix.one_apply, ← h]
    refine Finset.sum_congr rfl fun k _ => ?_
    rw [Matrix.transpose_apply]
    simp [U, mul_comm]
  · ext i j
    rw [mul_diagonal]
    exact (congrFun (hH.mulVec_eigenvectorBasis j) i).trans (mul_comm _ _)

/-- In orthonormal canonical orbitals, `exp(t(F-m))` weights each orbital by
`exp(t(e-m))`. -/
theorem exp_canonical {F U : Matrix n n ℝ} {e : n → ℝ}
    (hU : Uᵀ * U = 1) (hR : F * U = U * diagonal e) (m t : ℝ) :
    NormedSpace.exp (t • (F - m • (1 : Matrix n n ℝ))) =
      U * diagonal (fun i => Real.exp (t * (e i - m))) * Uᵀ := by
  have hU' : U * Uᵀ = 1 := mul_eq_one_comm.mp hU
  have hF : F = U * diagonal e * Uᵀ := by rw [← hR, mul_assoc, hU', mul_one]
  have hinv : U⁻¹ = Uᵀ := inv_eq_left_inv hU
  have hunit : IsUnit U := ⟨⟨U, Uᵀ, hU', hU⟩, rfl⟩
  have hd : diagonal (fun i => t * (e i - m)) = t • (diagonal e - m • (1 : Matrix n n ℝ)) := by
    ext i j
    by_cases hij : i = j
    · subst hij; simp
    · simp [hij]
  have hA : t • (F - m • (1 : Matrix n n ℝ)) =
      U * diagonal (fun i => t * (e i - m)) * U⁻¹ := by
    rw [hinv, hd, hF, Matrix.mul_smul, Matrix.smul_mul, Matrix.mul_sub, Matrix.sub_mul,
      Matrix.mul_smul, Matrix.smul_mul, mul_one, hU']
  have he : NormedSpace.exp (fun i => t * (e i - m)) = fun i => Real.exp (t * (e i - m)) := by
    rw [Pi.exp_def, Real.exp_eq_exp_ℝ]
  rw [hA, Matrix.exp_conj U _ hunit, Matrix.exp_diagonal, hinv, he]

/-- For a real symmetric `F`, the orthogonal projector onto the `m`-eigenspace is the sum of
`u uᵀ` over the orthonormal canonical orbitals `u` of energy `m`. -/
theorem eigenprojector_canonical {F U P : Matrix n n ℝ} {e : n → ℝ} {m : ℝ} (hF : F.IsSymm)
    (hU : Uᵀ * U = 1) (hR : F * U = U * diagonal e) (hP : IsEigenprojector F m P) :
    P = U * diagonal (fun i => if e i = m then (1 : ℝ) else 0) * Uᵀ := by
  have hFP : F * P = m • P := by
    ext i j
    exact congrFun ((hP.fixes fun k => P k j).1
      (funext fun k => congrArg (fun M : Matrix n n ℝ => M k j) hP.idempotent)) i
  have hPF : P * F = m • P := by
    have h := congrArg transpose hFP
    rwa [transpose_mul, transpose_smul, hP.symmetric, hF.eq] at h
  -- P keeps the orbitals of energy m and annihilates the others
  have hPU : P * U = U * diagonal (fun i => if e i = m then (1 : ℝ) else 0) := by
    ext k i
    rw [mul_diagonal]
    by_cases hi : e i = m
    · simp only [if_pos hi, mul_one]
      refine congrFun ((hP.fixes fun l => U l i).2 (funext fun l => ?_)) k
      change (F * U) l i = m * U l i
      rw [hR, mul_diagonal, hi, mul_comm]
    · have h := congrArg (fun M : Matrix n n ℝ => M k i)
        (show P * U * diagonal e = m • (P * U) by
          rw [mul_assoc, ← hR, ← mul_assoc, hPF, Matrix.smul_mul])
      simp only [mul_diagonal, Matrix.smul_apply, smul_eq_mul] at h
      have h2 : (e i - m) * (P * U) k i = 0 := by linear_combination h
      simp only [if_neg hi, mul_zero]
      exact (mul_eq_zero.mp h2).resolve_left (sub_ne_zero.mpr hi)
  rw [← hPU, mul_assoc, mul_eq_one_comm.mp hU, mul_one]

/-- For a real symmetric Fock matrix `F` with largest eigenvalue `m`, `exp(t(F-m))` tends to
the orthogonal projector onto the `m`-eigenspace as `t` tends to infinity. -/
theorem tendsto_exp_eigenprojector {F P : Matrix n n ℝ} {m : ℝ} (hF : F.IsSymm)
    (hm : IsHighestLevel F m) (hP : IsEigenprojector F m P) :
    Tendsto (fun t : ℝ => NormedSpace.exp (t • (F - m • (1 : Matrix n n ℝ)))) atTop (𝓝 P) := by
  obtain ⟨U, e, hU, hR⟩ := canonical_orbitals hF
  -- no canonical orbital lies above m
  have hle : ∀ i, e i ≤ m := by
    intro i
    refine hm.2 ⟨fun k => U k i, fun h0 => ?_, funext fun k => ?_⟩
    · have h1 : (Uᵀ * U) i i = 1 := by rw [hU, Matrix.one_apply_eq]
      have h2 : ∀ k, U k i = 0 := fun k => congrFun h0 k
      simp [Matrix.mul_apply, h2] at h1
    · change (F * U) k i = e i * U k i
      rw [hR, mul_diagonal, mul_comm]
  rw [eigenprojector_canonical hF hU hR hP]
  simp only [exp_canonical hU hR]
  -- each weight tends to one on the highest level and to zero below it
  have hw : Tendsto (fun (t : ℝ) (i : n) => Real.exp (t * (e i - m))) atTop
      (𝓝 (fun i => if e i = m then (1 : ℝ) else 0)) := by
    refine tendsto_pi_nhds.2 fun i => ?_
    by_cases hi : e i = m
    · simp [hi]
    · have hneg : e i - m < 0 := sub_neg.mpr (lt_of_le_of_ne (hle i) hi)
      simp only [if_neg hi]
      exact Real.tendsto_exp_atBot.comp (tendsto_id.atTop_mul_const_of_neg hneg)
  have hc : Continuous (fun w : n → ℝ => U * diagonal w * Uᵀ) :=
    (continuous_const.matrix_mul continuous_id.matrix_diagonal).matrix_mul continuous_const
  exact (hc.tendsto _).comp hw

/-- For a real symmetric `F` with largest eigenvalue `m`, the pseudo-density rescaled by
`exp(-tm)` tends to `C P Cᵀ`, where `P` projects orthogonally onto the `m`-eigenspace. -/
theorem tendsto_rescaled_pseudoDensity {F P : Matrix n n ℝ} {m : ℝ} (C : Matrix ao n ℝ)
    (hF : F.IsSymm) (hm : IsHighestLevel F m) (hP : IsEigenprojector F m P) :
    Tendsto (fun t : ℝ => Real.exp (-(t * m)) • pseudoDensity C F t) atTop
      (𝓝 (C * P * Cᵀ)) := by
  obtain ⟨U, e, hU, hR⟩ := canonical_orbitals hF
  -- the scalar factor shifts the Fock matrix by m
  have hs : ∀ t : ℝ, Real.exp (-(t * m)) • pseudoDensity C F t =
      C * NormedSpace.exp (t • (F - m • (1 : Matrix n n ℝ))) * Cᵀ := by
    intro t
    have h0 := exp_canonical hU hR 0 t
    simp only [zero_smul, sub_zero] at h0
    have hd : diagonal (fun i => Real.exp (t * (e i - m))) =
        Real.exp (-(t * m)) • diagonal (fun i => Real.exp (t * e i)) := by
      rw [← diagonal_smul]
      congr 1
      ext i
      simp only [Pi.smul_apply, smul_eq_mul, ← Real.exp_add]
      congr 1
      ring
    rw [pseudoDensity, exp_canonical hU hR m t, h0, hd]
    simp only [Matrix.mul_smul, Matrix.smul_mul]
  simp only [hs]
  have hc : Continuous (fun A : Matrix n n ℝ => C * A * Cᵀ) :=
    (continuous_const.matrix_mul continuous_id).matrix_mul continuous_const
  exact (hc.tendsto P).comp (tendsto_exp_eigenprojector hF hm hP)

/-- Let `F` be real symmetric with largest eigenvalue `m` and eigenprojector `P`, in a finite
atomic-orbital basis. If no element of `C P Cᵀ` has magnitude exactly `ε`, then at all sufficiently
late `t` the rescaled pseudo-density and `C P Cᵀ` have their elements of magnitude above `ε` at the
same positions. -/
theorem late_sparsity_pattern [Finite ao] {F P : Matrix n n ℝ} {m ε : ℝ} (C : Matrix ao n ℝ)
    (hF : F.IsSymm) (hm : IsHighestLevel F m) (hP : IsEigenprojector F m P)
    (hε : ∀ p q, |(C * P * Cᵀ) p q| ≠ ε) :
    ∀ᶠ t : ℝ in atTop, ∀ p q,
      ε < |(Real.exp (-(t * m)) • pseudoDensity C F t) p q| ↔ ε < |(C * P * Cᵀ) p q| := by
  refine eventually_all.2 fun p => eventually_all.2 fun q => ?_
  have hc : Continuous (fun A : Matrix ao ao ℝ => |A p q|) :=
    (continuous_id.matrix_elem p q).abs
  have h := (hc.tendsto _).comp (tendsto_rescaled_pseudoDensity C hF hm hP)
  rcases lt_or_gt_of_ne (hε p q) with hlt | hgt
  · filter_upwards [h.eventually_lt_const hlt] with t ht
    exact iff_of_false (not_lt_of_ge (le_of_lt ht)) (not_lt_of_ge hlt.le)
  · filter_upwards [h.eventually_const_lt hgt] with t ht
    exact iff_of_true ht hgt

/-- Two orbitals of equal energy `a` with coupling `b > 0` have highest level `a + b`, and the
projector onto it has all entries `1/2`. -/
theorem two_orbital_witness (a b : ℝ) (hb : 0 < b) :
    (!![a, b; b, a] : Matrix (Fin 2) (Fin 2) ℝ).IsSymm ∧
    IsHighestLevel !![a, b; b, a] (a + b) ∧
    IsEigenprojector !![a, b; b, a] (a + b) !![1/2, 1/2; 1/2, 1/2] := by
  have two : ∀ (p q r s : ℝ) (v w : Fin 2 → ℝ), !![p, q; r, s] *ᵥ v = w ↔
      p * v 0 + q * v 1 = w 0 ∧ r * v 0 + s * v 1 = w 1 := by
    intro p q r s v w
    rw [funext_iff, Fin.forall_fin_two]
    simp [Matrix.mulVec, dotProduct, Fin.sum_univ_two]
  refine ⟨?_, ⟨⟨![1, 1], fun h => ?_, ?_⟩, ?_⟩, ⟨?_, ?_, fun v => ?_⟩⟩
  · ext i j
    fin_cases i <;> fin_cases j <;> rfl
  · have h0 := congrFun h 0
    simp at h0
  · rw [two]
    constructor <;> simp [add_comm]
  · rintro x ⟨v, hv, h⟩
    rw [two] at h
    simp only [Pi.smul_apply, smul_eq_mul] at h
    by_contra hx
    have hx' : a + b < x := not_le.mp hx
    -- above a + b both the sum and the difference of the components vanish
    have hsum : (a + b - x) * (v 0 + v 1) = 0 := by linear_combination h.1 + h.2
    have hdiff : (a - b - x) * (v 0 - v 1) = 0 := by linear_combination h.1 - h.2
    have h1 := (mul_eq_zero.mp hsum).resolve_left (by linarith)
    have h2 := (mul_eq_zero.mp hdiff).resolve_left (by linarith)
    apply hv
    rw [funext_iff, Fin.forall_fin_two]
    simp only [Pi.zero_apply]
    constructor <;> linarith
  · ext i j
    fin_cases i <;> fin_cases j <;> rfl
  · ext i j
    fin_cases i <;> fin_cases j <;> norm_num [Matrix.mul_apply, Fin.sum_univ_two]
  · rw [two, two]
    simp only [Pi.smul_apply, smul_eq_mul]
    constructor
    · rintro ⟨h1, h2⟩
      exact ⟨by linear_combination 2 * b * h1, by linear_combination 2 * b * h2⟩
    · rintro ⟨h1, -⟩
      have h : v 1 = v 0 := mul_left_cancel₀ hb.ne' (by linear_combination h1)
      constructor <;> linarith

end

end LateLaplacePseudoDensity
```

```lean
#print axioms LateLaplacePseudoDensity.tendsto_rescaled_pseudoDensity
#print axioms LateLaplacePseudoDensity.late_sparsity_pattern
```

```
'LateLaplacePseudoDensity.tendsto_rescaled_pseudoDensity' depends on axioms: [propext, Classical.choice, Quot.sound]
'LateLaplacePseudoDensity.late_sparsity_pattern' depends on axioms: [propext, Classical.choice, Quot.sound]
```

`canonical_orbitals` supplies $U$ and the energies from Mathlib's spectral theorem, and `exp_canonical` moves the exponential onto the diagonal. `eigenprojector_canonical` is the argument for $P$ above, with `by_cases` separating $e_i=m$ from the rest. `tendsto_exp_eigenprojector` takes the limit weight by weight and carries it through the matrix products by continuity. `tendsto_rescaled_pseudoDensity` absorbs $e^{-tm}$ into the exponential and applies `C`. `late_sparsity_pattern` uses `eventually_all` to combine the finitely many elements. `two_orbital_witness` bounds the eigenvalues using the sum and difference of the two components.

With canonical orbitals, $X(t)$ can be formed by scaling each column of $C$ by $e^{te_i/2}$ and multiplying the result by its transpose. An MP2 term contains two occupied and two virtual factors. With $l$ the lowest virtual energy, pulling out their leading exponentials leaves the prefactor $e^{-2t(l-m)}$, so for a positive gap the product of the four rescaled factors is damped more and more strongly as $t$ grows. A fixed threshold $\varepsilon$ on the rescaled matrix corresponds to $\varepsilon e^{tm}$ on $X(t)$ itself. Localising the occupied orbitals by an orthogonal rotation changes $C$ and $F$ together and leaves $X(t)$ the same, which is why it didn't help.
